# Truncating orthonormal Wannier functions of the lowest levels costs at most the spectral width times spread over squared cutoff, if they stay independent

## Can the inverse overlap matrix amplify a truncation error?

Let $H$ be a Hermitian matrix on finitely many sites, $P$ the projector onto its $N$ lowest eigenvectors, and $w_1,\dots,w_N$ an orthonormal basis of the range of $P$. I set each $w_i$ to zero beyond a distance $R$ from its centre and fill the span of the truncated functions $v_i$. These need not be orthonormal, so the projector $P'$ onto their span contains the inverse of their overlap matrix. If that matrix is nearly singular, can its inverse amplify the small tails I removed into a large energy error?

## The overlap matrix drops out of the bound

**Conventions.** Site $x$ has position $r_x$, and $c_i$ is the point about which orbital $i$ is cut. The orbitals are the columns of matrices $w$ and $v$, so $w^\dagger w=1$ and $P=ww^\dagger$. The orthonormal eigenvectors $u_k$ of $H$ have energies $e_k\in[a,b]$. The set $s$ of occupied levels lies at or below $\mu$, and all other levels lie at or above it. With $a$ and $b$ the extreme energies, $W=b-a$ is the spectral width. Write $\|A\|^2=\operatorname{tr}A^\dagger A$ and
$$\Omega=\sum_{i,x}|r_x-c_i|^2|w_{xi}|^2,\qquad P'=v(v^\dagger v)^{-1}v^\dagger .$$

The inverse does not amplify them: as long as the $v_i$ are independent and $R>0$,
$$\operatorname{tr}HP\le\operatorname{tr}HP'\le\operatorname{tr}HP+W\Omega/R^2 .$$

**The projector.** If $v^\dagger v\,\alpha=0$, then $\|v\alpha\|^2=0$, so $\alpha=0$ by independence, and the inverse exists. Directly, $P'^\dagger=P'$ and $P'v=v$. Hence $P'^2=(P'v)(v^\dagger v)^{-1}v^\dagger=P'$, and cyclicity gives $\operatorname{tr}P'=N$.

**The energy.** Let $q_k=u_k^\dagger P'u_k$ be the occupation of level $k$, and let $p_k$ be 1 on $s$ and 0 elsewhere. Since $q_k=\|P'u_k\|^2$ and $1-q_k=\|(1-P')u_k\|^2$, we have $0\le q_k\le1$. Also $\sum_kq_k=N=\sum_kp_k$.

Each product $(e_k-\mu)(q_k-p_k)$ is non-negative, because its factors are both $\le0$ on $s$ and both $\ge0$ off it. Summing, with $\sum_k(q_k-p_k)=0$, gives the lower bound. For the upper one,
$$\operatorname{tr}HP'-\operatorname{tr}HP=\sum_{k\notin s}e_kq_k-\sum_{k\in s}e_k(1-q_k)\le b\sum_{k\notin s}q_k-a\sum_{k\in s}(1-q_k).$$
Both sums on the right equal $N-\operatorname{tr}PP'$, so the excess is at most $(b-a)(N-\operatorname{tr}PP')$.

**The missing overlap.** Put $d=w-v$. Because $P'v=v$, we have $P'd=P'w-v$. Expanding both squares, the cross terms and $\operatorname{tr}v^\dagger v$ cancel:
$$\|d\|^2-\|P'd\|^2=\operatorname{tr}w^\dagger w-\operatorname{tr}w^\dagger P'w=N-\operatorname{tr}PP'.$$
Hence $N-\operatorname{tr}PP'\le\|d\|^2$, the weight that was cut off. The inverse overlap matrix does not appear in this estimate, so it cannot amplify that weight.

**The tails.** Where $d_{xi}\ne0$, the distance exceeds $R$, so
$$\|d\|^2=\sum_i\sum_{x:\,|r_x-c_i|>R}|w_{xi}|^2\le\sum_{i,x}\frac{|r_x-c_i|^2}{R^2}|w_{xi}|^2=\frac{\Omega}{R^2}.$$
Combining the three estimates gives the upper bound.

A nearly singular overlap matrix is still a warning. If $v^\dagger v$ has an eigenvalue $\varepsilon^2$ with $0<\varepsilon<1$ and unit eigenvector $\alpha$, then $\|d\alpha\|\ge\|w\alpha\|-\|v\alpha\|=1-\varepsilon$. The total weight cut off is then at least $(1-\varepsilon)^2$, even if each orbital lost little, and the bound is at least $W(1-\varepsilon)^2$.

**The statement in Lean.** The main theorem is `truncated_energy`. Sites are the finite type `n`, orbitals the finite type `ι`, and positions lie in a normed additive group `E`, for example ordinary space. The Hamiltonian is `spectral U e`, with eigenvectors as the columns of the unitary `U`; every Hermitian matrix can be written this way. `occupied U s` is $P$, and `spanProjector (truncate r c R w)` is $P'$. Energies appear as real parts of traces, which are real here anyway.

The hypotheses `hs` and `hs'` say that `s` holds the lowest levels. They allow degeneracy at `μ` and require no gap. `hw` and `hP` make `w` an orthonormal basis of the occupied space. The points `c` are arbitrary; taking them as the orbital centres gives the usual spread.

Independence, `hind`, is assumed and not derived from the size of $\Omega/R^2$. Physically, it says that truncation leaves room for all $N$ fermions, one per orbital.

The bound bears on electronic-structure methods that confine orbitals to localisation regions, for non-interacting fermions on finitely many orthonormal sites. It concerns the total energy, with $\Omega$ summed over all orbitals, and treats neither an infinite crystal nor a self-consistent $H$.

```lean
import Mathlib

open Matrix
open scoped ComplexOrder

namespace TruncatedWannier

noncomputable section

variable {n ι E : Type*} [Fintype n] [DecidableEq n] [Fintype ι] [DecidableEq ι]
  [NormedAddCommGroup E]

/-- The matrix with the columns of a unitary `U` as eigenvectors and real eigenvalues `f`. -/
def spectral (U : Matrix n n ℂ) (f : n → ℝ) : Matrix n n ℂ :=
  U * diagonal (fun k => (f k : ℂ)) * Uᴴ

/-- Projector onto the columns of a unitary `U` labelled by `s`. -/
def occupied (U : Matrix n n ℂ) (s : Finset n) : Matrix n n ℂ :=
  spectral U (fun k => if k ∈ s then 1 else 0)

/-- Orthogonal projector onto the span of the columns of `V`, for independent columns. -/
def spanProjector (V : Matrix n ι ℂ) : Matrix n n ℂ := V * (Vᴴ * V)⁻¹ * Vᴴ

/-- Total quadratic spread of the orbitals `w` about the points `c`, for site positions `r`. -/
def spread (r : n → E) (c : ι → E) (w : Matrix n ι ℂ) : ℝ :=
  ∑ i, ∑ x, ‖r x - c i‖ ^ 2 * ‖w x i‖ ^ 2

/-- Each orbital `i` is set to zero beyond distance `R` from `c i`. -/
def truncate (r : n → E) (c : ι → E) (R : ℝ) (w : Matrix n ι ℂ) : Matrix n ι ℂ :=
  fun x i => if ‖r x - c i‖ ≤ R then w x i else 0

omit [DecidableEq n] [DecidableEq ι] in
/-- The trace of the overlap matrix is the total weight of the orbitals. -/
theorem trace_gram (A : Matrix n ι ℂ) : (Aᴴ * A).trace.re = ∑ i, ∑ x, ‖A x i‖ ^ 2 := by
  simp only [Matrix.trace, Matrix.diag_apply, Matrix.mul_apply,
    Matrix.conjTranspose_apply, Complex.re_sum]
  refine Finset.sum_congr rfl fun i _ => Finset.sum_congr rfl fun x _ => ?_
  rw [Complex.sq_norm, Complex.normSq_apply]
  simp only [Complex.star_def, Complex.mul_re, Complex.conj_re, Complex.conj_im]
  ring

omit [DecidableEq n] in
/-- For independent columns of `V`, `spanProjector V` is Hermitian and idempotent, fixes
every column, and has the number of columns as its trace. -/
theorem spanProjector_spec {V : Matrix n ι ℂ}
    (hV : LinearIndependent ℂ (fun i (x : n) => V x i)) :
    (spanProjector V)ᴴ = spanProjector V ∧ spanProjector V * spanProjector V = spanProjector V ∧
      spanProjector V * V = V ∧ (spanProjector V).trace = Fintype.card ι := by
  -- the overlap matrix is invertible
  have hS : IsUnit (Vᴴ * V).det := by
    rw [isUnit_iff_ne_zero]
    intro h0
    obtain ⟨a, ha, h⟩ := Matrix.exists_mulVec_eq_zero_iff.mpr h0
    have hVa := (Matrix.conjTranspose_mul_self_mulVec_eq_zero V a).mp h
    refine ha (funext fun i => Fintype.linearIndependent_iff.mp hV a (funext fun x => ?_) i)
    have := congrFun hVa x
    simpa [Matrix.mulVec, dotProduct, mul_comm] using this
  have hPV : spanProjector V * V = V := by
    rw [spanProjector, Matrix.mul_assoc, Matrix.mul_assoc, Matrix.nonsing_inv_mul _ hS,
      Matrix.mul_one]
  refine ⟨?_, ?_, hPV, ?_⟩
  · simp only [spanProjector, Matrix.conjTranspose_mul, Matrix.conjTranspose_nonsing_inv,
      Matrix.conjTranspose_conjTranspose, Matrix.mul_assoc]
  · calc spanProjector V * spanProjector V
        = spanProjector V * V * (Vᴴ * V)⁻¹ * Vᴴ := by
          simp only [spanProjector, Matrix.mul_assoc]
      _ = spanProjector V := by rw [hPV, spanProjector]
  · rw [spanProjector, Matrix.mul_assoc, Matrix.trace_mul_comm, Matrix.mul_assoc,
      Matrix.nonsing_inv_mul _ hS, Matrix.trace_one]

/-- Fill the levels `s` below `μ` (occupations `p`), the others lying above, all energies in
`[a, b]`. Other occupations `q` in `[0, 1]` with the same total cost no less, and at most
`b - a` more per particle moved out of `s`. -/
theorem filling_bounds {e p q : n → ℝ} {s : Finset n} {a b μ : ℝ}
    (hp : ∀ k, p k = if k ∈ s then 1 else 0) (hab : ∀ k, a ≤ e k ∧ e k ≤ b)
    (hs : ∀ k ∈ s, e k ≤ μ) (hs' : ∀ k ∉ s, μ ≤ e k)
    (h0 : ∀ k, 0 ≤ q k) (h1 : ∀ k, q k ≤ 1) (hq : ∑ k, q k = ∑ k, p k) :
    ∑ k, e k * p k ≤ ∑ k, e k * q k ∧
      ∑ k, e k * q k ≤ ∑ k, e k * p k + (b - a) * (∑ k, q k - ∑ k, p k * q k) := by
  have lo : 0 ≤ ∑ k, (e k - μ) * (q k - p k) := by
    refine Finset.sum_nonneg fun k _ => ?_
    by_cases h : k ∈ s
    · rw [hp, if_pos h]
      nlinarith [mul_nonneg (sub_nonneg.2 (hs k h)) (sub_nonneg.2 (h1 k))]
    · rw [hp, if_neg h]
      nlinarith [mul_nonneg (sub_nonneg.2 (hs' k h)) (h0 k)]
  have up : 0 ≤ ∑ k, (b * (q k - p k * q k) - a * (p k - p k * q k) - e k * (q k - p k)) := by
    refine Finset.sum_nonneg fun k _ => ?_
    by_cases h : k ∈ s
    · rw [hp, if_pos h]
      nlinarith [mul_nonneg (sub_nonneg.2 (hab k).1) (sub_nonneg.2 (h1 k))]
    · rw [hp, if_neg h]
      nlinarith [mul_nonneg (sub_nonneg.2 (hab k).2) (h0 k)]
  simp only [sub_mul, mul_sub, Finset.sum_sub_distrib, ← Finset.mul_sum] at lo up
  rw [hq] at lo up ⊢
  constructor <;> linarith

/-- For a unitary `U`, let the levels `s` lie below `μ`, the others above, and all in `[a, b]`. A
Hermitian projector `Q` of the same trace as `occupied U s` has no lower energy, and exceeds it by
at most `b - a` times the trace missing from the overlap. -/
theorem energy_bounds {U Q : Matrix n n ℂ} {e : n → ℝ} {s : Finset n} {a b μ : ℝ}
    (hU : Uᴴ * U = 1) (hab : ∀ k, a ≤ e k ∧ e k ≤ b)
    (hs : ∀ k ∈ s, e k ≤ μ) (hs' : ∀ k ∉ s, μ ≤ e k)
    (hQ : Qᴴ = Q) (hQQ : Q * Q = Q) (htr : Q.trace = (occupied U s).trace) :
    (spectral U e * occupied U s).trace.re ≤ (spectral U e * Q).trace.re ∧
      (spectral U e * Q).trace.re ≤ (spectral U e * occupied U s).trace.re +
        (b - a) * (Q.trace.re - (occupied U s * Q).trace.re) := by
  have hU' : U * Uᴴ = 1 := mul_eq_one_comm.mp hU
  -- traces in the eigenbasis
  have hT : ∀ (f : n → ℝ) (A : Matrix n n ℂ),
      (spectral U f * A).trace.re = ∑ k, f k * ((Uᴴ * A * U) k k).re := by
    intro f A
    have h : (spectral U f * A).trace =
        (diagonal (fun k => (f k : ℂ)) * (Uᴴ * A * U)).trace := by
      rw [spectral, Matrix.mul_assoc, Matrix.mul_assoc, Matrix.trace_mul_comm]
      simp only [Matrix.mul_assoc]
    rw [h]
    simp only [Matrix.trace, Matrix.diag_apply, Matrix.diagonal_mul, Complex.re_sum,
      Complex.re_ofReal_mul]
  have hN : ∀ A : Matrix n n ℂ, ∑ k, ((Uᴴ * A * U) k k).re = A.trace.re := by
    intro A
    have h : (Uᴴ * A * U).trace = A.trace := by
      rw [Matrix.trace_mul_comm, ← Matrix.mul_assoc, hU', Matrix.one_mul]
    rw [← h]
    simp only [Matrix.trace, Matrix.diag_apply, Complex.re_sum]
  have hp : ∀ k, ((Uᴴ * occupied U s * U) k k).re = if k ∈ s then 1 else 0 := by
    intro k
    rw [occupied, spectral, Matrix.mul_assoc, Matrix.mul_assoc, hU, Matrix.mul_one,
      ← Matrix.mul_assoc, hU, Matrix.one_mul, Matrix.diagonal_apply_eq, Complex.ofReal_re]
  have hO : (occupied U s * Q).trace.re =
      ∑ k, ((Uᴴ * occupied U s * U) k k).re * ((Uᴴ * Q * U) k k).re := by
    simp only [hp]
    exact hT _ Q
  -- occupations of a projector are non-negative; use this for Q and 1 - Q
  have pos : ∀ A : Matrix n n ℂ, Aᴴ = A → A * A = A → ∀ k, 0 ≤ ((Uᴴ * A * U) k k).re := by
    intro A h1 h2 k
    have h : Uᴴ * A * U = (A * U)ᴴ * (A * U) := by
      rw [Matrix.conjTranspose_mul, h1, Matrix.mul_assoc, Matrix.mul_assoc,
        ← Matrix.mul_assoc A A U, h2]
    rw [h, Matrix.mul_apply, Complex.re_sum]
    refine Finset.sum_nonneg fun j _ => ?_
    simp only [Matrix.conjTranspose_apply, Complex.star_def, Complex.mul_re, Complex.conj_re,
      Complex.conj_im]
    nlinarith [mul_self_nonneg ((A * U) j k).re, mul_self_nonneg ((A * U) j k).im]
  have le1 : ∀ k, ((Uᴴ * Q * U) k k).re ≤ 1 := by
    intro k
    have h := pos (1 - Q) (by simp [hQ]) (by simp [Matrix.sub_mul, Matrix.mul_sub, hQQ]) k
    rw [Matrix.mul_sub, Matrix.sub_mul, Matrix.mul_one, hU, Matrix.sub_apply,
      Matrix.one_apply_eq, Complex.sub_re, Complex.one_re] at h
    linarith
  rw [hT e Q, hT e (occupied U s), hO, ← hN Q]
  exact filling_bounds hp hab hs hs' (pos Q hQ hQQ) le1 (by rw [hN, hN, htr])

omit [DecidableEq n] in
/-- The weight of `w` missed by the span of independent orbitals `v` is at most the total squared
distance between `w` and `v`. -/
theorem overlap_loss {w v : Matrix n ι ℂ}
    (hv : LinearIndependent ℂ (fun i (x : n) => v x i)) :
    (wᴴ * w).trace.re - (w * wᴴ * spanProjector v).trace.re ≤
      ((w - v)ᴴ * (w - v)).trace.re := by
  obtain ⟨hQ, hQQ, hQv, -⟩ := spanProjector_spec hv
  generalize spanProjector v = Q at hQ hQQ hQv ⊢
  have hvQ : vᴴ * (Q * w) = vᴴ * w := by
    have := congrArg Matrix.conjTranspose hQv
    rw [Matrix.conjTranspose_mul, hQ] at this
    rw [← Matrix.mul_assoc, this]
  have hsub : Q * (w - v) = Q * w - v := by rw [Matrix.mul_sub, hQv]
  -- Pythagoras for the component of w - v inside the span
  have hexp : (w - v)ᴴ * (w - v) =
      (Q * (w - v))ᴴ * (Q * (w - v)) + (wᴴ * w - wᴴ * (Q * w)) := by
    rw [Matrix.conjTranspose_mul, hQ, Matrix.mul_assoc, ← Matrix.mul_assoc Q Q, hQQ, hsub,
      Matrix.conjTranspose_sub]
    simp only [Matrix.sub_mul, Matrix.mul_sub, hvQ]
    abel
  have h0 : 0 ≤ ((Q * (w - v))ᴴ * (Q * (w - v))).trace.re := by
    rw [trace_gram]
    positivity
  have ht : (w * wᴴ * Q).trace = (wᴴ * (Q * w)).trace := by
    rw [Matrix.mul_assoc, Matrix.trace_mul_comm, Matrix.mul_assoc]
  rw [ht, hexp, Matrix.trace_add, Matrix.trace_sub, Complex.add_re, Complex.sub_re]
  linarith

omit [DecidableEq n] [DecidableEq ι] in
/-- Truncation at `R > 0` removes at most the spread over `R ^ 2` in weight. -/
theorem lost_weight (r : n → E) (c : ι → E) (w : Matrix n ι ℂ) {R : ℝ} (hR : 0 < R) :
    ((w - truncate r c R w)ᴴ * (w - truncate r c R w)).trace.re ≤ spread r c w / R ^ 2 := by
  rw [trace_gram, le_div_iff₀ (by positivity), spread, Finset.sum_mul]
  refine Finset.sum_le_sum fun i _ => ?_
  rw [Finset.sum_mul]
  refine Finset.sum_le_sum fun x _ => ?_
  simp only [Matrix.sub_apply, truncate]
  split_ifs with h
  · rw [sub_self, norm_zero, zero_pow two_ne_zero, zero_mul]
    positivity
  · have h' : R ≤ ‖r x - c i‖ := (not_le.mp h).le
    rw [sub_zero, mul_comm]
    gcongr

/-- For a unitary `U` of eigenvectors, let `w` be an orthonormal basis of the span of the
eigenvectors `s` below `μ`, the others lying above, with the spectrum in `[a, b]`. If the orbitals
truncated at `R > 0` about points `c` are independent, their span has at least the exact energy, and
at most `b - a` times the spread over `R ^ 2` more. -/
theorem truncated_energy [Nonempty n] {U : Matrix n n ℂ} {e : n → ℝ} {s : Finset n}
    {a b μ R : ℝ} {r : n → E} {c : ι → E} {w : Matrix n ι ℂ}
    (hU : Uᴴ * U = 1) (hab : ∀ k, a ≤ e k ∧ e k ≤ b)
    (hs : ∀ k ∈ s, e k ≤ μ) (hs' : ∀ k ∉ s, μ ≤ e k)
    (hw : wᴴ * w = 1) (hP : w * wᴴ = occupied U s) (hR : 0 < R)
    (hind : LinearIndependent ℂ (fun i (x : n) => truncate r c R w x i)) :
    (spectral U e * occupied U s).trace.re ≤
        (spectral U e * spanProjector (truncate r c R w)).trace.re ∧
      (spectral U e * spanProjector (truncate r c R w)).trace.re ≤
        (spectral U e * occupied U s).trace.re + (b - a) * spread r c w / R ^ 2 := by
  obtain ⟨hQ, hQQ, -, htr⟩ := spanProjector_spec hind
  have hN : (occupied U s).trace = Fintype.card ι := by
    rw [← hP, Matrix.trace_mul_comm, hw, Matrix.trace_one]
  obtain ⟨lo, up⟩ := energy_bounds hU hab hs hs' hQ hQQ (htr.trans hN.symm)
  refine ⟨lo, up.trans ?_⟩
  have hl := (overlap_loss hind).trans (lost_weight r c w hR)
  rw [hw, hP, Matrix.trace_one, ← htr] at hl
  obtain ⟨k⟩ := ‹Nonempty n›
  have := mul_le_mul_of_nonneg_left hl (sub_nonneg.2 ((hab k).1.trans (hab k).2))
  rw [mul_div_assoc]
  linarith

/-- Eigenvectors of a two-site dimer, as columns. -/
def dimerU : Matrix (Fin 2) (Fin 2) ℂ := !![4/5, -3/5; 3/5, 4/5]

/-- The single occupied orbital of the dimer. -/
def dimerW : Matrix (Fin 2) (Fin 1) ℂ := !![4/5; 3/5]

/-- The dimer with sites at 0 and 1 and its first eigenvector occupied meets the orbital
hypotheses; truncation at 1/2 about 9/25 removes the second site and keeps independence. -/
theorem dimer_witness :
    dimerUᴴ * dimerU = 1 ∧ dimerWᴴ * dimerW = 1 ∧ dimerW * dimerWᴴ = occupied dimerU {0} ∧
    truncate (![0, 1] : Fin 2 → ℝ) (fun _ => 9 / 25) (1 / 2) dimerW = !![4/5; 0] ∧
    LinearIndependent ℂ (fun i (x : Fin 2) => (!![4/5; 0] : Matrix (Fin 2) (Fin 1) ℂ) x i) := by
  have h3 : (starRingEnd ℂ) 3 = 3 := by apply Complex.ext <;> simp
  have h4 : (starRingEnd ℂ) 4 = 4 := by apply Complex.ext <;> simp
  have h5 : (starRingEnd ℂ) 5 = 5 := by apply Complex.ext <;> simp
  refine ⟨?_, ?_, ?_, ?_, ?_⟩
  · ext i j
    fin_cases i <;> fin_cases j <;>
      norm_num [dimerU, Matrix.mul_apply, Fin.sum_univ_two, h3, h4, h5]
  · ext i j
    fin_cases i
    fin_cases j
    norm_num [dimerW, Matrix.mul_apply, Fin.sum_univ_two, h3, h4, h5]
  · ext i j
    fin_cases i <;> fin_cases j <;>
      norm_num [dimerW, dimerU, occupied, spectral, Matrix.mul_apply, Fin.sum_univ_two,
        Matrix.vecMul_diagonal, Matrix.diagonal_apply, h3, h4, h5]
  · ext x i
    fin_cases x <;> fin_cases i <;>
      norm_num [truncate, dimerW, Real.norm_eq_abs, abs_le]
  · rw [Fintype.linearIndependent_iff]
    intro a ha i
    have := congrFun ha 0
    rw [Subsingleton.elim i 0]
    simpa using this

end

end TruncatedWannier
```

```lean
#print axioms TruncatedWannier.truncated_energy
-- 'TruncatedWannier.truncated_energy' depends on axioms: [propext, Classical.choice, Quot.sound]
```

**The proof in Lean.** `spanProjector_spec` establishes the four properties of $P'$, starting from the invertible overlap matrix.

`filling_bounds` is the inequality for occupation numbers alone. It splits on whether `k ∈ s`, and `nlinarith` gets the sign of each term from a product of two non-negative factors. `energy_bounds` supplies those occupations: `hT` writes traces in the eigenbasis, and `pos`, applied to `Q` and to `1 - Q`, puts them in $[0,1]$.

In `overlap_loss`, the identity `hexp` is the expansion of $\|d\|^2$ above, written for matrices before the trace is taken. `trace_gram` turns such traces into sums of squared amplitudes. `lost_weight` compares the tail sum with the spread term by term, with `split_ifs` separating kept from removed sites. `truncated_energy` then multiplies the lost-weight estimate by $b-a\ge0$ and inserts it into the energy bound.

`dimer_witness` gives an example with real truncation: the orbital $(4/5,3/5)$ on sites at 0 and 1 has centre $9/25$, and cutting at $R=1/2$ leaves $(4/5,0)$, or $(1,0)$ once normalised. The theorem checks the orbital conditions and leaves the energies free. For $e_0\le e_1$, a short calculation puts the excess energy at $\tfrac{9}{25}(e_1-e_0)$, against a bound of $\tfrac{576}{625}(e_1-e_0)$.
